# The exchange-type integral that a density threshold discards from an exponential tail

## Energy missing from the outer region

A density-functional code that skips every point where the density lies below a threshold $d$ returns an energy with part of the outer tail missing. If the size of the missing part is unknown, it is hard to judge whether a small discrepancy between two codes comes from their thresholds or from something else. The bare number $d^{4/3}$ is a poor guide, because it ignores where the low-density region begins and how fast the density decays there.

For a spherical density that is a single exponential, the missing part has a closed form. Let

$$n(r)=A e^{-kr},\qquad A>0,\quad k>0,$$

where $r$ is the distance from the centre, $A$ the density at the centre and $k$ the decay constant. Local exchange has an energy density proportional to $n^{4/3}$, and the volume element supplies a factor $r^2$. The quantity of interest is therefore the integral of $r^2 n^{4/3}$ over the points that the code drops. Replacing $4/3$ by a general exponent $p>0$ costs nothing and includes the electron number at $p=1$. Write

$$D_p(d)=\int_{r>0,\ n(r)<d} r^2\,n(r)^p\,dr .$$

The angular factor $4\pi$ and the negative exchange constant are left out, so $D_{4/3}$ is positive and proportional to the magnitude of the discarded exchange energy.

## Closed form in terms of the cutoff radius

For $0<d\le A$, set $R=\ln(A/d)/k$ and $b=pk$. Then

$$D_p(d)=d^p\left(\frac{R^2}{b}+\frac{2R}{b^2}+\frac{2}{b^3}\right).$$

For exchange, $b=4k/3$.

**The region.** At the radius $R$ the density equals the threshold:

$$n(R)=A e^{-\ln(A/d)}=A\cdot\frac{d}{A}=d.$$

Since $n$ is strictly decreasing, $n(r)<d$ holds exactly when $r>R$. The condition $d\le A$ gives $R\ge 0$, so every $r>R$ is positive and the dropped region is the half-line from $R$ to infinity.

**The integral.** Consider

$$F(r)=-e^{-br}\left(\frac{r^2}{b}+\frac{2r}{b^2}+\frac{2}{b^3}\right).$$

By the product rule,

$$F'(r)=e^{-br}\left(r^2+\frac{2r}{b}+\frac{2}{b^2}\right)-e^{-br}\left(\frac{2r}{b}+\frac{2}{b^2}\right)=r^2e^{-br}.$$

Because $b>0$, $F(r)\to0$ as $r\to\infty$, and so

$$\int_R^\infty r^2e^{-br}\,dr=-F(R)=e^{-bR}\left(\frac{R^2}{b}+\frac{2R}{b^2}+\frac{2}{b^3}\right).$$

**The prefactor.** A power of an exponential is an exponential: $n(r)^p=A^p e^{-pkr}=A^pe^{-br}$. Multiplying the last integral by $A^p$ produces the factor $A^pe^{-bR}=n(R)^p=d^p$, which gives the formula.

## A threshold equal to the central density

At $d=A$ the cutoff radius is $R=0$ and every point with $r>0$ is dropped. The formula reduces to $D_p(A)=2A^p/(pk)^3$, which is the full radial integral of $r^2n^p$.

## Discarded exchange against discarded electrons

Since $n<d$ in the dropped region, $n^{4/3}\le d^{1/3}n$ there, and $D_{4/3}\le d^{1/3}D_1$ follows at once. The closed form improves this by a factor $3/4$:

$$D_{4/3}(d)\le\tfrac34\,d^{1/3}D_1(d).$$

To see this, put $b=4k/3$ in the first expression and $b=k$ in the second:

$$D_{4/3}=d^{4/3}\left(\frac{3R^2}{4k}+\frac{9R}{8k^2}+\frac{27}{32k^3}\right),$$

$$\tfrac34 d^{1/3}D_1=d^{4/3}\left(\frac{3R^2}{4k}+\frac{3R}{2k^2}+\frac{3}{2k^3}\right).$$

The second minus the first is $d^{4/3}\left(\frac{3R}{8k^2}+\frac{21}{32k^3}\right)$, which is not negative.

## Response to a change of threshold

For $0<d<A$,

$$\frac{dD_p}{dd}=\frac{R^2d^{p-1}}{k}.$$

From $R=\ln(A/d)/k$ one has $dR/dd=-1/(kd)$. Differentiating the closed form gives

$$\frac{dD_p}{dd}=d^{p-1}\left[p\left(\frac{R^2}{b}+\frac{2R}{b^2}+\frac{2}{b^3}\right)-\frac1k\left(\frac{2R}{b}+\frac{2}{b^2}\right)\right].$$

With $p=b/k$, the first term in the bracket is $\frac1k\left(R^2+\frac{2R}{b}+\frac{2}{b^2}\right)$, and only $R^2/k$ survives. The result is the integrand at the edge, $R^2d^p$, times the rate $1/(kd)$ at which the edge moves inwards.

## The density model as Lean definitions

`density A k r` is $n(r)$, and `cutoffRadius A k d` is $R$. `discarded p A k d` is $D_p(d)$, an integral over the set of real $r$ with `0 < r ∧ density A k r < d`. This set encodes the screening rule assumed here, a strict comparison of the density with the threshold; that it is a half-line is proved. Exponents are real numbers, so `^ (4 / 3 : ℝ)` is the real power.

- `discarded_eq` is the closed form for every $p>0$ and $0<d\le A$.
- `exchange_tail` is the case $p=4/3$, written directly as an integral over `Ioi R`, the open half-line beyond $R$. Here $R$ and $b$ are variables fixed by the hypotheses `hR` and `hb`, and $d<A$ is strict.
- `exchange_le_charge` is the comparison with the electron-number integral.
- `threshold_sensitivity` states the derivative with `HasDerivAt`, which includes differentiability at $d$.

The exponential shape is assumed. It is exact for the ground state of a one-electron atom in the nonrelativistic point-nucleus model. Densities of many-electron atoms and of molecules generally approach such a decay only far out, with a further power of $r$. The integrals are continuous, so quadrature error is absent, and the density stays fixed when the threshold changes. Gradient-dependent enhancement factors are also absent. Within this single-exponential, fixed-density model, the formula gives the local exchange energy that a screening threshold removes, once the omitted angular factor and exchange constant are restored.

## The complete Lean file

```lean
import Mathlib

open MeasureTheory Set Filter Topology

namespace DensityThreshold

noncomputable section

/-- The exponential density tail `n(r) = A exp(-k r)`. -/
def density (A k r : ℝ) : ℝ := A * Real.exp (-k * r)

/-- The cutoff radius `R = ln(A/d)/k`, for `A, d > 0` and `k ≠ 0`. -/
def cutoffRadius (A k d : ℝ) : ℝ := Real.log (A / d) / k

/-- The radial integral of `r² n(r)^p` over all points `r > 0` at which the density lies
below the threshold `d`. -/
def discarded (p A k d : ℝ) : ℝ :=
  ∫ r in {r : ℝ | 0 < r ∧ density A k r < d}, r ^ 2 * density A k r ^ p

/-- For positive `A`, `k` and `d`, the density at the cutoff radius equals the threshold. -/
theorem density_cutoff {A k d : ℝ} (hA : 0 < A) (hk : 0 < k) (hd : 0 < d) :
    density A k (cutoffRadius A k d) = d := by
  unfold density cutoffRadius
  have h : -k * (Real.log (A / d) / k) = -Real.log (A / d) := by field_simp
  rw [h, Real.exp_neg, Real.exp_log (by positivity)]
  field_simp

/-- For positive `A`, `k` and `d`, the density is below the threshold exactly beyond the
cutoff radius. -/
theorem density_lt_iff {A k d : ℝ} (hA : 0 < A) (hk : 0 < k) (hd : 0 < d) (r : ℝ) :
    density A k r < d ↔ cutoffRadius A k d < r := by
  have hR := density_cutoff hA hk hd
  constructor
  · intro h
    have h1 : density A k r < density A k (cutoffRadius A k d) := by rw [hR]; exact h
    unfold density at h1
    have h2 := Real.exp_lt_exp.mp (lt_of_mul_lt_mul_left h1 hA.le)
    nlinarith
  · intro h
    have h1 : -k * r < -k * cutoffRadius A k d := by nlinarith
    have h2 : density A k r < density A k (cutoffRadius A k d) :=
      mul_lt_mul_of_pos_left (Real.exp_lt_exp.mpr h1) hA
    rwa [hR] at h2

/-- A power of the exponential density, with `A > 0`, is an exponential with decay
constant `p k`. -/
theorem density_rpow {A : ℝ} (hA : 0 < A) (p k r : ℝ) :
    density A k r ^ p = A ^ p * Real.exp (-(p * k) * r) := by
  unfold density
  rw [Real.mul_rpow hA.le (Real.exp_pos _).le, ← Real.exp_mul]
  congr 2
  ring

/-- The integral of `r² exp(-b r)` from `R` to infinity, for `b > 0`. -/
theorem integral_tail {b : ℝ} (hb : 0 < b) (R : ℝ) :
    ∫ r in Ioi R, r ^ 2 * Real.exp (-b * r) =
      Real.exp (-b * R) * (R ^ 2 / b + 2 * R / b ^ 2 + 2 / b ^ 3) := by
  -- an explicit antiderivative
  have hder : ∀ r ∈ Ici R, HasDerivAt
      (fun r : ℝ => -(Real.exp (-b * r) * (r ^ 2 / b + 2 * r / b ^ 2 + 2 / b ^ 3)))
      (r ^ 2 * Real.exp (-b * r)) r := by
    intro r _
    have h1 : HasDerivAt (fun r : ℝ => Real.exp (-b * r)) (Real.exp (-b * r) * (-b)) r :=
      ((hasDerivAt_id' r).const_mul (-b)).exp.congr_deriv (by ring)
    have h2 : HasDerivAt (fun r : ℝ => r ^ 2 / b + 2 * r / b ^ 2 + 2 / b ^ 3)
        (2 * r / b + 2 / b ^ 2) r :=
      ((((hasDerivAt_pow 2 r).div_const b).fun_add
        (((hasDerivAt_id' r).const_mul 2).div_const (b ^ 2))).add_const
          (2 / b ^ 3)).congr_deriv (by norm_num)
    exact (h1.fun_mul h2).fun_neg.congr_deriv (by field_simp; ring)
  -- it vanishes at infinity
  have hlim : Tendsto
      (fun r : ℝ => -(Real.exp (-b * r) * (r ^ 2 / b + 2 * r / b ^ 2 + 2 / b ^ 3)))
      atTop (𝓝 0) := by
    have hbr : Tendsto (fun r : ℝ => b * r) atTop atTop := tendsto_id.const_mul_atTop hb
    have t (n : ℕ) := (Real.tendsto_pow_mul_exp_neg_atTop_nhds_zero n).comp hbr
    have h := (((t 2).add ((t 1).const_mul 2)).add ((t 0).const_mul 2)).const_mul (-1 / b ^ 3)
    simp only [mul_zero, add_zero] at h
    refine h.congr fun r => ?_
    simp only [Function.comp_apply, neg_mul]
    field_simp
  rw [integral_Ioi_of_hasDerivAt_of_nonneg' hder (fun r _ => by positivity) hlim]
  ring

/-- For `A, k, p > 0` and a threshold `0 < d ≤ A`, the discarded integral of `r² n^p` is
`d^p (R²/b + 2R/b² + 2/b³)` with `b = p k` and `R` the cutoff radius. -/
theorem discarded_eq {p A k d : ℝ} (hp : 0 < p) (hA : 0 < A) (hk : 0 < k) (hd : 0 < d)
    (hdA : d ≤ A) :
    discarded p A k d = d ^ p * (cutoffRadius A k d ^ 2 / (p * k)
      + 2 * cutoffRadius A k d / (p * k) ^ 2 + 2 / (p * k) ^ 3) := by
  have hR : 0 ≤ cutoffRadius A k d :=
    div_nonneg (Real.log_nonneg ((one_le_div hd).mpr hdA)) hk.le
  -- the discarded region is the half-line beyond the cutoff radius
  have hset : {r : ℝ | 0 < r ∧ density A k r < d} = Ioi (cutoffRadius A k d) := by
    ext r
    simp only [mem_ofPred_eq, mem_Ioi, density_lt_iff hA hk hd]
    exact ⟨fun h => h.2, fun h => ⟨lt_of_le_of_lt hR h, h⟩⟩
  have hfun : (fun r : ℝ => r ^ 2 * density A k r ^ p) =
      fun r : ℝ => A ^ p * (r ^ 2 * Real.exp (-(p * k) * r)) := by
    funext r
    rw [density_rpow hA]
    ring
  -- the prefactor is the threshold density to the power p
  have hpre := density_rpow hA p k (cutoffRadius A k d)
  rw [density_cutoff hA hk hd] at hpre
  unfold discarded
  rw [hset, hfun, integral_const_mul, integral_tail (mul_pos hp hk), ← mul_assoc, ← hpre]

/-- The exchange-type integral of `r² n^(4/3)` from the cutoff radius `R` to infinity, for
`k > 0`, `0 < d < A` and `b = 4k/3`. -/
theorem exchange_tail {A k d R b : ℝ} (hk : 0 < k) (hd : 0 < d) (hdA : d < A)
    (hR : R = Real.log (A / d) / k) (hb : b = 4 * k / 3) :
    ∫ r in Ioi R, r ^ 2 * (A * Real.exp (-k * r)) ^ (4 / 3 : ℝ) =
      d ^ (4 / 3 : ℝ) * (R ^ 2 / b + 2 * R / b ^ 2 + 2 / b ^ 3) := by
  have hA : 0 < A := hd.trans hdA
  have hb' : b = 4 / 3 * k := by rw [hb]; ring
  have hR' : R = cutoffRadius A k d := hR
  have hpre := density_rpow hA (4 / 3) k R
  rw [hR', density_cutoff hA hk hd, ← hR', ← hb'] at hpre
  have hfun : (fun r : ℝ => r ^ 2 * (A * Real.exp (-k * r)) ^ (4 / 3 : ℝ)) =
      fun r : ℝ => A ^ (4 / 3 : ℝ) * (r ^ 2 * Real.exp (-b * r)) := by
    funext r
    have h := density_rpow hA (4 / 3) k r
    unfold density at h
    rw [h, hb']
    ring
  rw [hfun, integral_const_mul, integral_tail (by rw [hb]; positivity), ← mul_assoc, ← hpre]

/-- For `k > 0` and `0 < d ≤ A`, the discarded exchange-type integral is at most
`(3/4) d^(1/3)` times the discarded integral of `r² n`. -/
theorem exchange_le_charge {A k d : ℝ} (hk : 0 < k) (hd : 0 < d) (hdA : d ≤ A) :
    discarded (4 / 3) A k d ≤ 3 / 4 * d ^ (1 / 3 : ℝ) * discarded 1 A k d := by
  have hA : 0 < A := lt_of_lt_of_le hd hdA
  have hR : 0 ≤ cutoffRadius A k d :=
    div_nonneg (Real.log_nonneg ((one_le_div hd).mpr hdA)) hk.le
  have hs : d ^ (4 / 3 : ℝ) = d ^ (1 / 3 : ℝ) * d := by
    rw [show (4 / 3 : ℝ) = 1 / 3 + 1 by norm_num, Real.rpow_add hd, Real.rpow_one]
  have hq : 0 < d ^ (1 / 3 : ℝ) := Real.rpow_pos_of_pos hd _
  rw [discarded_eq (by norm_num) hA hk hd hdA, discarded_eq one_pos hA hk hd hdA, hs,
    Real.rpow_one]
  generalize d ^ (1 / 3 : ℝ) = q at *
  generalize cutoffRadius A k d = R at *
  -- the difference of the two sides is a sum of nonnegative terms
  have hpos : 0 ≤ q * d * (3 / 8 * R / k ^ 2 + 21 / 32 / k ^ 3) := by positivity
  have hdiff : 3 / 4 * q * (d * (R ^ 2 / (1 * k) + 2 * R / (1 * k) ^ 2 + 2 / (1 * k) ^ 3))
      - q * d * (R ^ 2 / (4 / 3 * k) + 2 * R / (4 / 3 * k) ^ 2 + 2 / (4 / 3 * k) ^ 3)
      = q * d * (3 / 8 * R / k ^ 2 + 21 / 32 / k ^ 3) := by
    field_simp
    ring
  linarith

/-- For `p, k > 0` and `0 < d < A`, the derivative of the discarded integral with respect to
the threshold is `R² d^(p-1) / k`, with `R` the cutoff radius. -/
theorem threshold_sensitivity {p A k d : ℝ} (hp : 0 < p) (hk : 0 < k) (hd : 0 < d)
    (hdA : d < A) :
    HasDerivAt (fun x => discarded p A k x)
      (cutoffRadius A k d ^ 2 * d ^ (p - 1) / k) d := by
  have hA : 0 < A := hd.trans hdA
  have hR : HasDerivAt (fun x => cutoffRadius A k x) (-1 / (k * d)) d := by
    unfold cutoffRadius
    refine ((((hasDerivAt_const d A).fun_div (hasDerivAt_id' d) hd.ne').log
      (div_pos hA hd).ne').div_const k).congr_deriv ?_
    simp only [zero_mul, mul_one, zero_sub]
    field_simp
  have hpoly := (((hR.fun_pow 2).div_const (p * k)).fun_add
    ((hR.const_mul 2).div_const ((p * k) ^ 2))).add_const (2 / (p * k) ^ 3)
  have hpow : HasDerivAt (fun x : ℝ => x ^ p) (p * d ^ (p - 1)) d :=
    Real.hasDerivAt_rpow_const (Or.inl hd.ne')
  have hs : d ^ p = d ^ (p - 1) * d := by
    rw [Real.rpow_sub_one hd.ne']
    field_simp
  -- differentiate the closed form, which holds for all thresholds near d
  refine ((hpow.fun_mul hpoly).congr_deriv ?_).congr_of_eventuallyEq ?_
  · rw [hs]
    generalize d ^ (p - 1) = q
    generalize cutoffRadius A k d = R
    norm_num
    field_simp
    ring
  · filter_upwards [Ioo_mem_nhds hd hdA] with x hx
    exact discarded_eq hp hA hk hx.1 hx.2.le

end

end DensityThreshold
```

```lean
#print axioms DensityThreshold.exchange_tail
#print axioms DensityThreshold.exchange_le_charge
#print axioms DensityThreshold.threshold_sensitivity
```

```
'DensityThreshold.exchange_tail' depends on axioms: [propext, Classical.choice, Quot.sound]
'DensityThreshold.exchange_le_charge' depends on axioms: [propext, Classical.choice, Quot.sound]
'DensityThreshold.threshold_sensitivity' depends on axioms: [propext, Classical.choice, Quot.sound]
```

## From the antiderivative to the threshold derivative in Lean

`density_cutoff` proves $n(R)=d$. `density_lt_iff` turns $n(r)<d$ into $R<r$ by comparing $n(r)$ with $n(R)$ and using the monotonicity of the exponential. `density_rpow` rewrites $n^p$ as $A^pe^{-pkr}$.

`integral_tail` carries the calculus. Its step `hder` is the product-rule computation of $F'$. Its step `hlim` shows $F\to0$ by writing $F$ as $-1/b^3$ times a combination of $(br)^m e^{-br}$ with $m=2,1,0$, each of which tends to zero. Mathlib's theorem `integral_Ioi_of_hasDerivAt_of_nonneg'` then evaluates the integral; it applies because the integrand $r^2e^{-br}$ is nonnegative.

In `discarded_eq`, `hset` identifies the dropped region with the half-line, using $R\ge0$. The step `hfun` pulls out $A^p$, and `hpre` supplies $d^p=A^pe^{-pkR}$. The proof of `exchange_tail` takes the same route but starts from the half-line, so it does not need `hset`.

For `exchange_le_charge`, both sides are replaced by their closed forms after splitting $d^{4/3}=d^{1/3}d$. The step `hdiff` is the subtraction carried out above, and `hpos` says that the difference is nonnegative.

`threshold_sensitivity` differentiates the closed form with the product and chain rules, starting from $dR/dd=-1/(kd)$ in `hR`. A derivative at $d$ requires the formula at neighbouring thresholds as well. The last step provides this: the interval from $0$ to $A$ is a neighbourhood of $d$, and `discarded_eq` holds throughout it.
